# Error bounds for using the static volume when the free energy has bounded curvature

Volume is modelled here as an arbitrary real number $V$, and the Helmholtz free energy $F(V)$ at fixed temperature is assumed to have curvature between two constants, $0 < m \le F''(V) \le M$, along the whole real line. A real crystal has only positive volumes, and its free energy flattens when it is pulled apart, so the assumption extends the behaviour near equilibrium to every volume. In return, an equilibrium volume exists, and the cost of missing it can be bounded explicitly.

The volume to be judged is the static one, $V_0$, which minimises the lattice energy without vibrations. Let $P$ be the thermal pressure at $V_0$, meaning minus the volume derivative of the vibrational free energy, zero-point part included, and let $V_s$ be the true equilibrium volume at zero external pressure, which minimises $F$. Then

$$\frac{P^2}{2M} \le F(V_0) - F(V_s) \le \frac{P^2}{2m}.$$

In a lattice-dynamics calculation carried out at $V_0$, which omits the expansion or contraction caused by the vibrations, this bounds the resulting free-energy error, for a model with volume as its only structural parameter and with the curvature bounds above.

## Free energy, equilibrium and stiffness

```lean
import Mathlib

namespace StaticVolumeError

/-- The Helmholtz free energy at fixed temperature as a function of volume: static lattice
energy `E` plus vibrational free energy `A`. -/
def helmholtz (E A : ℝ → ℝ) : ℝ → ℝ := fun V => E V + A V
```

The free energy is $F(V) = E(V) + A(V)$, with $E$ the static lattice energy and $A$ the vibrational part. The type `ℝ → ℝ` is that of real functions of a real variable, and `fun V => E V + A V` is the function $V \mapsto E(V) + A(V)$. Temperature is fixed and does not appear.

```lean
/-- `Vs` is an equilibrium volume of `F`: no volume has a lower free energy. -/
def IsEquilibrium (F : ℝ → ℝ) (Vs : ℝ) : Prop := ∀ V, F Vs ≤ F V
```

An equilibrium volume is a global minimiser of $F$. Since $F$ is minimised without a term for external pressure, this is equilibrium at zero external pressure.

```lean
/-- `F` has first derivative `F'` and second derivative `F''`, and the curvature `F''` lies
between `m` and `M` at every volume. -/
structure StiffnessBounds (F F' F'' : ℝ → ℝ) (m M : ℝ) : Prop where
  hasDeriv : ∀ V, HasDerivAt F (F' V) V
  hasDeriv2 : ∀ V, HasDerivAt F' (F'' V) V
  lower : ∀ V, m ≤ F'' V
  upper : ∀ V, F'' V ≤ M
```

`F'` and `F''` are names of functions; the prime carries no meaning for Lean. The first two fields make them derivatives: `HasDerivAt F (F' V) V` says that $F$ is differentiable at $V$ with derivative $F'(V)$. The last two fields are the curvature bounds. Continuity of $F''$ is not required.

Physically, $F''(V)$ is the isothermal bulk modulus divided by the volume, so $m$ and $M$ are the softest and stiffest values allowed for that ratio.

## Tangent parabolas from a curvature bound

```lean
/-- If the curvature is at least `k` everywhere, the slope grows by at least `k` per unit
volume. -/
theorem slope_growth {F' F'' : ℝ → ℝ} {k : ℝ} (h2 : ∀ V, HasDerivAt F' (F'' V) V)
    (hk : ∀ V, k ≤ F'' V) {x y : ℝ} (hxy : x ≤ y) : k * (y - x) ≤ F' y - F' x := by
  have hd : ∀ V, HasDerivAt (fun V => F' V - k * V) (F'' V - k) V := fun V =>
    ((h2 V).fun_sub ((hasDerivAt_id' V).const_mul k)).congr_deriv (by ring)
  have hmono : Monotone (fun V => F' V - k * V) :=
    monotone_of_deriv_nonneg (fun V => (hd V).differentiableAt)
      (fun V => by rw [(hd V).deriv]; linarith [hk V])
  have h : F' x - k * x ≤ F' y - k * y := hmono hxy
  linarith
```

If $F'' \ge k$ everywhere and $x \le y$, then $F'(y) - F'(x) \ge k(y - x)$. By hand, the function $F'(V) - kV$ has derivative $F''(V) - k \ge 0$, so it is non-decreasing; comparing its values at $x$ and $y$ gives the claim. In the proof, `hd` computes this derivative, `hmono` records the monotonicity, and `linarith`, which handles linear inequalities, rearranges the result. The constant $k$ may have either sign.

```lean
/-- If the curvature is at least `k` everywhere, the free energy lies on or above each of its
tangent parabolas of curvature `k`. -/
theorem tangent_parabola_le {F F' F'' : ℝ → ℝ} {k : ℝ} (h1 : ∀ V, HasDerivAt F (F' V) V)
    (h2 : ∀ V, HasDerivAt F' (F'' V) V) (hk : ∀ V, k ≤ F'' V) (x y : ℝ) :
    F x + F' x * (y - x) + k / 2 * (y - x) ^ 2 ≤ F y := by
  have hd : ∀ V, HasDerivAt (fun V => F V - F' x * (V - x) - k / 2 * ((V - x) * (V - x)))
      (F' V - F' x - k * (V - x)) V := fun V => by
    have hs : HasDerivAt (fun V => V - x) 1 V := (hasDerivAt_id' V).sub_const x
    exact (((h1 V).fun_sub (hs.const_mul (F' x))).fun_sub
      ((hs.fun_mul hs).const_mul (k / 2))).congr_deriv (by ring)
  -- mean value theorem for the distance between the free energy and the parabola
  have mvt : ∀ a b, a < b → ∃ c ∈ Set.Ioo a b, (F' c - F' x - k * (c - x)) * (b - a) =
      (F b - F' x * (b - x) - k / 2 * ((b - x) * (b - x))) -
      (F a - F' x * (a - x) - k / 2 * ((a - x) * (a - x))) := by
    intro a b hab
    obtain ⟨c, hc, e⟩ := exists_hasDerivAt_eq_slope
      (fun V => F V - F' x * (V - x) - k / 2 * ((V - x) * (V - x)))
      (fun V => F' V - F' x - k * (V - x)) hab
      (fun V _ => (hd V).continuousAt.continuousWithinAt) (fun V _ => hd V)
    exact ⟨c, hc, (eq_div_iff (sub_pos.2 hab).ne').1 e⟩
  rcases lt_trichotomy x y with h | h | h
  · obtain ⟨c, hc, e⟩ := mvt x y h
    have hs := slope_growth h2 hk hc.1.le
    nlinarith [mul_nonneg (sub_nonneg.2 hs) (sub_pos.2 h).le]
  · subst h
    simp
  · obtain ⟨c, hc, e⟩ := mvt y x h
    have hs := slope_growth h2 hk hc.2.le
    nlinarith [mul_nonneg (sub_nonneg.2 hs) (sub_pos.2 h).le]
```

Under the same curvature bound, for all $x$ and $y$,

$$F(x) + F'(x)(y - x) + \tfrac{k}{2}(y - x)^2 \le F(y).$$

To derive it, set

$$D(V) = F(V) - F'(x)(V - x) - \tfrac{k}{2}(V - x)^2 .$$

Since $D(x) = F(x)$, the claim is $D(x) \le D(y)$. The derivative is $D'(V) = F'(V) - F'(x) - k(V - x)$.

- If $x < y$, the mean value theorem gives a point $c$ between them with $D(y) - D(x) = D'(c)(y - x)$. The slope estimate from $x$ to $c$ gives $D'(c) \ge 0$.
- If $x = y$, both sides are equal.
- If $y < x$, there is a $c$ between them with $D(x) - D(y) = D'(c)(x - y)$. The slope estimate from $c$ to $x$ now gives $D'(c) \le 0$, so again $D(x) \le D(y)$.

These are the three cases opened by `rcases lt_trichotomy x y`. The step `mvt` supplies $c$, and `nlinarith`, which also handles products, combines the signs.

## One equilibrium volume

```lean
/-- A free energy whose curvature is bounded below by `m > 0` and bounded above has exactly one
equilibrium volume. -/
theorem existsUnique_equilibrium {F F' F'' : ℝ → ℝ} {m M : ℝ}
    (h : StiffnessBounds F F' F'' m M) (hm : 0 < m) : ∃! Vs, IsEquilibrium F Vs := by
  -- the slope changes sign between `-r` and `r`
  obtain ⟨r, hr0, hr⟩ : ∃ r, 0 ≤ r ∧ m * r = |F' 0| :=
    ⟨|F' 0| / m, by positivity, by field_simp⟩
  have ha := slope_growth h.hasDeriv2 h.lower hr0
  have hb := slope_growth h.hasDeriv2 h.lower (neg_nonpos.2 hr0)
  have hneg : F' (-r) ≤ 0 := by linarith [le_abs_self (F' 0)]
  have hpos : 0 ≤ F' r := by linarith [neg_abs_le (F' 0)]
  have hcont : ContinuousOn F' (Set.Icc (-r) r) :=
    fun V _ => (h.hasDeriv2 V).continuousAt.continuousWithinAt
  obtain ⟨Vs, -, hVs⟩ := intermediate_value_Icc (by linarith : -r ≤ r) hcont ⟨hneg, hpos⟩
  -- the parabola at the stationary point bounds the free energy from below
  have hpar : ∀ V, F Vs + m / 2 * (V - Vs) ^ 2 ≤ F V := fun V => by
    have := tangent_parabola_le h.hasDeriv h.hasDeriv2 h.lower Vs V
    rw [hVs] at this
    linarith
  refine ⟨Vs, fun V => ?_, fun W hW => ?_⟩
  · have h0 : 0 ≤ m / 2 * (V - Vs) ^ 2 := by positivity
    linarith [hpar V]
  · have h1 := hpar W
    have h2 : F W ≤ F Vs := hW Vs
    have h3 : (W - Vs) ^ 2 = 0 := le_antisymm (by nlinarith) (sq_nonneg _)
    exact sub_eq_zero.1 ((pow_eq_zero_iff two_ne_zero).1 h3)
```

The symbol `∃!` means "there is exactly one". Put $r = |F'(0)|/m$. The slope estimate with $k = m$ gives

$$F'(r) \ge F'(0) + |F'(0)| \ge 0, \qquad F'(-r) \le F'(0) - |F'(0)| \le 0 .$$

Since $F'$ is differentiable, it is continuous, and the intermediate value theorem yields a $V_s$ in $[-r, r]$ with $F'(V_s) = 0$. The tangent parabola there is

$$F(V_s) + \tfrac{m}{2}(V - V_s)^2 \le F(V),$$

which is `hpar` in the code. It shows that $V_s$ is a minimiser. If $W$ is another, then $F(W) \le F(V_s)$ forces $(W - V_s)^2 = 0$, hence $W = V_s$. Only the lower curvature bound enters this argument.

## Energy above equilibrium at any volume

```lean
/-- For curvature between `m > 0` and `M`, the excess free energy at any volume `V0` over
equilibrium lies between the squared slope at `V0` divided by `2M` and by `2m`. -/
theorem excess_bounds {F F' F'' : ℝ → ℝ} {m M Vs : ℝ} (h : StiffnessBounds F F' F'' m M)
    (hm : 0 < m) (hVs : IsEquilibrium F Vs) (V0 : ℝ) :
    F' V0 ^ 2 / (2 * M) ≤ F V0 - F Vs ∧ F V0 - F Vs ≤ F' V0 ^ 2 / (2 * m) := by
  have hM : 0 < M := by linarith [h.lower 0, h.upper 0]
  constructor
  · -- evaluate the upper parabola at its lowest point `V0 - t`
    obtain ⟨t, ht⟩ : ∃ t, t = F' V0 / M := ⟨_, rfl⟩
    have hMt : M * t = F' V0 := by rw [ht]; field_simp
    have key : -F V0 + -F' V0 * (V0 - t - V0) + -M / 2 * (V0 - t - V0) ^ 2 ≤ -F (V0 - t) :=
      tangent_parabola_le (F := fun V => -F V) (F' := fun V => -F' V)
        (F'' := fun V => -F'' V) (k := -M) (fun V => (h.hasDeriv V).fun_neg)
        (fun V => (h.hasDeriv2 V).fun_neg) (fun V => neg_le_neg (h.upper V)) V0 (V0 - t)
    have e : F' V0 ^ 2 / (2 * M) = F' V0 * t / 2 := by rw [ht]; ring
    have e2 : M * t * t = F' V0 * t := by rw [hMt]
    have hmin : F Vs ≤ F (V0 - t) := hVs (V0 - t)
    rw [e]
    nlinarith
  · -- complete the square in the lower parabola
    have l := tangent_parabola_le h.hasDeriv h.hasDeriv2 h.lower V0 Vs
    rw [le_div_iff₀ (by positivity)]
    nlinarith [mul_le_mul_of_nonneg_left l (by positivity : 0 ≤ 2 * m),
      sq_nonneg (F' V0 + m * (Vs - V0))]
```

Here `V0` is any reference volume, with no static energy involved yet. The claim is

$$\frac{F'(V_0)^2}{2M} \le F(V_0) - F(V_s) \le \frac{F'(V_0)^2}{2m}.$$

For the left inequality, apply the parabola theorem to $-F$, whose curvature is at least $-M$. This puts $F$ below a parabola:

$$F(y) \le F(V_0) + F'(V_0)(y - V_0) + \tfrac{M}{2}(y - V_0)^2 .$$

Its lowest point is $y = V_0 - t$ with $t = F'(V_0)/M$, and there

$$F(V_s) \le F(V_0 - t) \le F(V_0) - \frac{F'(V_0)^2}{2M}.$$

In the code these two steps are `hmin` and `key`.

For the right inequality, evaluate the lower parabola at $V_s$ and complete the square:

$$F(V_s) \ge F(V_0) - \frac{F'(V_0)^2}{2m} + \frac{\left(F'(V_0) + m(V_s - V_0)\right)^2}{2m}.$$

Dropping the square leaves the bound. Lean first multiplies through by $2m$, and the term `sq_nonneg (F' V0 + m * (Vs - V0))` says that the square is non-negative.

## The error set by the thermal pressure

```lean
/-- Free-energy error of neglecting expansion. Let the total free energy have curvature between
`m > 0` and `M`, let `V0` be a local minimum of the static energy, and let `P = -A'(V0)` be the
thermal pressure there. Then the equilibrium volume is unique, and using `V0` in its place
raises the free energy by at least `P²/(2M)` and at most `P²/(2m)`. -/
theorem static_volume_error {E A F' F'' : ℝ → ℝ} {m M P V0 : ℝ}
    (h : StiffnessBounds (helmholtz E A) F' F'' m M) (hm : 0 < m)
    (hE : IsLocalMin E V0) (hA : HasDerivAt A (-P) V0) :
    (∃! Vs, IsEquilibrium (helmholtz E A) Vs) ∧
    ∀ Vs, IsEquilibrium (helmholtz E A) Vs →
      P ^ 2 / (2 * M) ≤ helmholtz E A V0 - helmholtz E A Vs ∧
      helmholtz E A V0 - helmholtz E A Vs ≤ P ^ 2 / (2 * m) := by
  refine ⟨existsUnique_equilibrium h hm, fun Vs hVs => ?_⟩
  -- the static energy is stationary, so only the thermal pressure is left in the slope
  have hd := (h.hasDeriv V0).fun_sub hA
  have e : (fun V => helmholtz E A V - A V) = E := by
    funext V
    simp [helmholtz]
  rw [e] at hd
  have h0 := hE.hasDerivAt_eq_zero hd
  have hP : F' V0 = -P := by linarith
  have hb := excess_bounds h hm hVs V0
  rwa [hP, neg_sq] at hb
```

The hypotheses before the colon read as follows. `h` and `hm` give the total free energy curvature between $m > 0$ and $M$. `hE` makes $V_0$ a local minimum of the static energy; it need not be the global one. `hA` says that $A$ is differentiable at $V_0$ with $A'(V_0) = -P$, which defines the thermal pressure $P$. The conclusion joins two statements with `∧`, "and": the equilibrium volume is unique, and the error obeys the two bounds.

The slope of $F$ at $V_0$ is all that remains to be found. Since $E = F - A$, the static energy is differentiable at $V_0$ with

$$E'(V_0) = F'(V_0) + P .$$

At a local minimum this vanishes, so $F'(V_0) = -P$. Inserting this in the previous theorem turns $F'(V_0)^2$ into $P^2$. In the proof, `hd` is the derivative of $E$, `h0` its vanishing, and `hP` the resulting slope. Differentiability of $E$ is thus deduced from the other hypotheses. For fixed $m$ and $M$, the error is of second order in $P$.

```lean
/-- Let the total free energy have curvature between `m > 0` and `M`, let `V0` be a local minimum of
the static energy, let `P = -A'(V0)` be the thermal pressure there, and let `Vs` be an equilibrium
volume. Then the free energy at `V0` is strictly above that at `Vs` exactly when `P` is nonzero. -/
theorem static_volume_overestimates_iff {E A F' F'' : ℝ → ℝ} {m M P V0 Vs : ℝ}
    (h : StiffnessBounds (helmholtz E A) F' F'' m M) (hm : 0 < m)
    (hE : IsLocalMin E V0) (hA : HasDerivAt A (-P) V0)
    (hVs : IsEquilibrium (helmholtz E A) Vs) :
    helmholtz E A Vs < helmholtz E A V0 ↔ P ≠ 0 := by
  have hM : 0 < M := by linarith [h.lower 0, h.upper 0]
  obtain ⟨hlo, hup⟩ := (static_volume_error h hm hE hA).2 Vs hVs
  constructor
  · intro hlt hP
    rw [hP, zero_pow two_ne_zero, zero_div] at hup
    linarith
  · intro hP
    have hpos : 0 < P ^ 2 / (2 * M) := by positivity
    linarith
```

The symbol `↔` means "if and only if". If $P = 0$, the upper bound makes the error at most zero, so there is no strict overestimate. If $P \ne 0$, the lower bound $P^2/(2M)$ is positive. The two bullets of the proof are these two directions, the first assuming both a strict overestimate and $P = 0$ and reaching a contradiction.

## A quadratic model that attains both bounds

```lean
/-- For the static energy `B(V - V0)²/2` with `B > 0` and the vibrational free energy `-PV`, the
total free energy satisfies the curvature bounds with both constants equal to `B`, `V0 + P/B` is an
equilibrium volume, and the free energy at `V0` exceeds that at `V0 + P/B` by exactly `P²/(2B)`. -/
theorem harmonic_error_eq {B : ℝ} (hB : 0 < B) (P V0 : ℝ) :
    let F := helmholtz (fun V => B / 2 * (V - V0) ^ 2) (fun V => -P * V)
    StiffnessBounds F (fun V => B * (V - V0) - P) (fun _ => B) B B ∧
    IsEquilibrium F (V0 + P / B) ∧ F V0 - F (V0 + P / B) = P ^ 2 / (2 * B) := by
  intro F
  have e : F = fun V => B / 2 * ((V - V0) * (V - V0)) + -P * V := by
    funext V
    simp only [F, helmholtz]
    ring
  rw [e]
  have hs : ∀ V, HasDerivAt (fun V => V - V0) 1 V := fun V => (hasDerivAt_id' V).sub_const V0
  refine ⟨⟨fun V => ?_, fun V => ?_, fun _ => le_rfl, fun _ => le_rfl⟩, ?_⟩
  · exact ((((hs V).fun_mul (hs V)).const_mul (B / 2)).fun_add
      ((hasDerivAt_id' V).const_mul (-P))).congr_deriv (by ring)
  · exact (((hs V).const_mul B).sub_const P).congr_deriv (by ring)
  · -- write the thermal pressure as `B` times the expansion `t`
    obtain ⟨t, ht⟩ : ∃ t, t = P / B := ⟨_, rfl⟩
    have hP : P = B * t := by rw [ht]; field_simp
    rw [← ht, hP]
    constructor
    · intro V
      have hsq := mul_nonneg hB.le (sq_nonneg (V - V0 - t))
      show B / 2 * ((V0 + t - V0) * (V0 + t - V0)) + -(B * t) * (V0 + t) ≤
        B / 2 * ((V - V0) * (V - V0)) + -(B * t) * V
      nlinarith
    · rw [eq_div_iff (by positivity)]
      ring

end StaticVolumeError
```

The example takes $E(V) = \tfrac{B}{2}(V - V_0)^2$ with $B > 0$, and $A(V) = -PV$, so the thermal pressure is the same at every volume. The word "harmonic" in the theorem's name refers only to the static energy being quadratic in $V$; in a strictly harmonic crystal the vibrational frequencies do not depend on volume, and $P$ would be zero. In the example, $P$ may be any real number, $F'(V) = B(V - V_0) - P$ and $F''(V) = B$, which gives the curvature bounds with $m = M = B$. Like $m$ and $M$, the constant $B$ is a curvature, not the bulk modulus itself.

With $t = P/B$, completing the square gives

$$F(V) - F(V_0 + t) = \tfrac{B}{2}(V - V_0 - t)^2 \ge 0 .$$

Hence $V_0 + P/B$ is an equilibrium volume, and setting $V = V_0$ gives the error $\tfrac{B}{2}t^2 = P^2/(2B)$. Both general bounds take this value when $m = M = B$, so neither prefactor can be improved for all free energies allowed by the hypotheses. In the code, `hsq` is the non-negative square, and `ring` verifies the final identity.

```lean
#print axioms StaticVolumeError.static_volume_error
#print axioms StaticVolumeError.static_volume_overestimates_iff
#print axioms StaticVolumeError.harmonic_error_eq
```

```
'StaticVolumeError.static_volume_error' depends on axioms: [propext, Classical.choice, Quot.sound]
'StaticVolumeError.static_volume_overestimates_iff' depends on axioms: [propext, Classical.choice, Quot.sound]
'StaticVolumeError.harmonic_error_eq' depends on axioms: [propext, Classical.choice, Quot.sound]
```
